# Equal characteristic polynomials for T + V and T − V when V vanishes at even reciprocal vectors

Take two plane waves, 0 and 1, in a one-dimensional crystal, with kinetic energies T₀ and T₁, coupling v and no average potential. The energies λ solve

(λ − T₀)(λ − T₁) − |v|² = 0,

which is unchanged by v → −v. Reversing the sign of the second plane wave reverses v, and so does moving the origin by half a lattice constant. In d dimensions, moving the origin by half a lattice vector along every axis at once reverses V if V vanishes at every reciprocal vector G with even component sum.

For a finite, non-interacting plane-wave model with such a V, fitting band energies therefore cannot fix the overall sign of the pseudopotential. Passing from the finite basis to the complete one is a further step.

## Kinetic energy is diagonal

Reciprocal vectors are integer tuples, `Fin d → ℤ`, and the finite set `S` labels the matrix rows. `T` is any real function; at fixed wavevector k it can be ħ²|k + G|²/2m.

```lean
import Mathlib

open Matrix

namespace NearlyFreeElectronSign

noncomputable section

variable {d : ℕ}

/-- The kinetic energy in the plane-wave basis `S`: a diagonal matrix with entries `T G`. -/
def kinetic (S : Finset (Fin d → ℤ)) (T : (Fin d → ℤ) → ℝ) : Matrix S S ℂ :=
  Matrix.diagonal fun G => (T G.1 : ℂ)
```

Diagonality expresses the translation invariance of kinetic energy, and lets the phases below cancel in T. Without it the result can fail: if T had zero diagonal and a real entry t ≠ 0 linking 0 and 1, a real v ≠ 0 would give energies ±(t + v) for one sign and ±(t − v) for the other.

## The coupling depends only on G − G′

This describes a local pseudopotential.

```lean
/-- The pseudopotential in the plane-wave basis `S`: it couples `G'` to `G` with
strength `V (G - G')`. -/
def potential (S : Finset (Fin d → ℤ)) (V : (Fin d → ℤ) → ℂ) : Matrix S S ℂ :=
  Matrix.of fun G G' => V (G.1 - G'.1)
```

Positions r are in units of the lattice vectors. Write χ_r(G) = exp(2πi G·r), and D_r for the diagonal matrix of these phases.

```lean
/-- The plane-wave phase `exp (2πi G·r)` at the point `r`, in units of the lattice vectors. -/
def phase (r : Fin d → ℝ) (G : Fin d → ℤ) : ℂ :=
  Complex.exp (2 * (Real.pi : ℂ) * Complex.I * ∑ j, (G j : ℂ) * (r j : ℂ))

/-- The diagonal matrix of the phases `exp (2πi G·r)` on the basis `S`. -/
def phaseMatrix (S : Finset (Fin d → ℤ)) (r : Fin d → ℝ) : Matrix S S ℂ :=
  Matrix.diagonal fun G => phase r G.1

/-- Half of the body diagonal of the unit cell, `(1/2, ..., 1/2)`. -/
def halfDiagonal : Fin d → ℝ := fun _ => 1 / 2

/-- The potential at the point `x`, as a Fourier sum over a finite set `F` of
reciprocal vectors. -/
def realPotential (F : Finset (Fin d → ℤ)) (V : (Fin d → ℤ) → ℂ) (x : Fin d → ℝ) : ℂ :=
  ∑ G ∈ F, V G * phase x G
```

A sign is easily lost here: replacing V(G) by χ_r(G)V(G) turns the potential at x into the one at x + r, so the crystal moves by −r. For the half diagonal, both directions give the same phases.

## V(−G) is the complex conjugate of V(G)

This makes the real-space potential real, if its Fourier set contains −G with each G, and the Hamiltonian Hermitian. The proof compares entries (G, G′) and (G′, G).

```lean
/-- If `V (-G)` is the complex conjugate of `V G`, the Hamiltonian `T + V` is Hermitian. -/
theorem hamiltonian_isHermitian (S : Finset (Fin d → ℤ)) (T : (Fin d → ℤ) → ℝ)
    (V : (Fin d → ℤ) → ℂ) (hV : ∀ G, V (-G) = star (V G)) :
    (kinetic S T + potential S V).IsHermitian := by
  refine Matrix.IsHermitian.add ?_ ?_
  · refine Matrix.IsHermitian.ext fun i j => ?_
    by_cases h : i = j
    · subst h
      simp [kinetic]
    · simp [kinetic, Matrix.diagonal_apply_ne _ h, Matrix.diagonal_apply_ne _ (Ne.symm h)]
  · refine Matrix.IsHermitian.ext fun i j => ?_
    change star (V (j.1 - i.1)) = V (i.1 - j.1)
    rw [← hV, neg_sub]
```

Only this theorem uses the condition. Without it the polynomials below still agree, but their roots need not be real: for T = 0 on {0, 1}, V(1) = 1 and V(−1) = −1 give ±i.

## Translation is a conjugation

Exponents add, so

χ_{r+s}(G) = χ_r(G) χ_s(G),
χ_r(G − G′) = χ_r(G) χ_{−r}(G′).

```lean
/-- Phases of successive displacements multiply. -/
theorem phase_add (r s : Fin d → ℝ) (G : Fin d → ℤ) :
    phase (r + s) G = phase r G * phase s G := by
  have h : ∑ j, (G j : ℂ) * (((r + s) j : ℝ) : ℂ)
      = ∑ j, (G j : ℂ) * (r j : ℂ) + ∑ j, (G j : ℂ) * (s j : ℂ) := by
    rw [← Finset.sum_add_distrib]
    refine Finset.sum_congr rfl fun j _ => ?_
    rw [Pi.add_apply]
    push_cast
    ring
  unfold phase
  rw [h, mul_add, Complex.exp_add]

/-- The phase of a momentum transfer `G - G'` is the phase of `G` times the phase of `G'`
for the opposite displacement. -/
theorem phase_sub (r : Fin d → ℝ) (G G' : Fin d → ℤ) :
    phase r (G - G') = phase r G * phase (-r) G' := by
  have h : ∑ j, (((G - G') j : ℤ) : ℂ) * (r j : ℂ)
      = ∑ j, (G j : ℂ) * (r j : ℂ) + ∑ j, (G' j : ℂ) * (((-r) j : ℝ) : ℂ) := by
    rw [← Finset.sum_add_distrib]
    refine Finset.sum_congr rfl fun j _ => ?_
    rw [Pi.sub_apply, Pi.neg_apply]
    push_cast
    ring
  unfold phase
  rw [h, mul_add, Complex.exp_add]
```

Setting G = G′ gives χ_r(G)χ_{−r}(G) = 1, hence D_{−r}D_r = 1.

```lean
private lemma phase_mul_neg (r : Fin d → ℝ) (G : Fin d → ℤ) :
    phase r G * phase (-r) G = 1 := by
  rw [← phase_sub, sub_self]
  simp [phase]

private lemma phaseMatrix_neg_mul (S : Finset (Fin d → ℤ)) (r : Fin d → ℝ) :
    phaseMatrix S (-r) * phaseMatrix S r = 1 := by
  unfold phaseMatrix
  rw [Matrix.diagonal_mul_diagonal, ← Matrix.diagonal_one]
  congr 1
  funext G
  rw [mul_comm]
  exact phase_mul_neg r G.1
```

The (G, G′) entry of D_r(T + V)D_{−r} is

χ_r(G) χ_{−r}(G′) [T(G)δ_{GG′} + V(G − G′)] = T(G)δ_{GG′} + χ_r(G − G′)V(G − G′).

The Lean proof treats G = G′ and G ≠ G′ separately.

```lean
/-- Multiplying each `V G` by `exp (2πi G·r)` conjugates the Hamiltonian by the diagonal
matrix of phases. -/
theorem translated_hamiltonian (S : Finset (Fin d → ℤ)) (T : (Fin d → ℤ) → ℝ)
    (V : (Fin d → ℤ) → ℂ) (r : Fin d → ℝ) :
    kinetic S T + potential S (fun G => phase r G * V G)
      = phaseMatrix S r * (kinetic S T + potential S V) * phaseMatrix S (-r) := by
  ext G G'
  unfold phaseMatrix
  rw [Matrix.mul_diagonal, Matrix.diagonal_mul]
  simp only [kinetic, potential, Matrix.add_apply, Matrix.of_apply, phase_sub]
  by_cases h : G = G'
  · -- on the diagonal the two phases cancel
    subst h
    rw [Matrix.diagonal_apply_eq]
    linear_combination (-(T G.1 : ℂ)) * phase_mul_neg r G.1
  · rw [Matrix.diagonal_apply_ne _ h]
    ring
```

Conjugation preserves det(λ − H), where H = T + V. In Lean, `Matrix.charpoly_mul_comm` brings the two phase matrices together.

```lean
/-- The characteristic polynomial of the Hamiltonian does not depend on where the crystal
is placed relative to the origin. -/
theorem charpoly_translation (S : Finset (Fin d → ℤ)) (T : (Fin d → ℤ) → ℝ)
    (V : (Fin d → ℤ) → ℂ) (r : Fin d → ℝ) :
    (kinetic S T + potential S (fun G => phase r G * V G)).charpoly
      = (kinetic S T + potential S V).charpoly := by
  rw [translated_hamiltonian, Matrix.charpoly_mul_comm, ← mul_assoc,
    phaseMatrix_neg_mul, one_mul]
```

The same conjugation takes a non-local coupling W(G, G′) to χ_r(G − G′)W(G, G′), though W itself is not a function of G − G′ alone. At the half diagonal used below, this reverses the sign of W if W links only vectors whose component sums have opposite parity.

## V vanishes at even vectors

The hypothesis `hV` includes V(0) = 0, a zero average potential. At h = (1/2, …, 1/2),

χ_h(G) = exp(πi Σⱼ Gⱼ) = (−1)^(Σⱼ Gⱼ).

Odd vectors acquire −1; at even ones V is zero. Thus χ_h(G)V(G) = −V(G) for every G, which the first lemma proves by the same two cases.

```lean
private lemma phase_half_mul {V : (Fin d → ℤ) → ℂ}
    (hV : ∀ G, Even (∑ j, G j) → V G = 0) (G : Fin d → ℤ) :
    phase halfDiagonal G * V G = -V G := by
  rcases Int.even_or_odd (∑ j, G j) with h | ⟨m, hm⟩
  · rw [hV G h, mul_zero, neg_zero]
  · -- an odd reciprocal vector picks up the phase exp (πi) = -1
    have hc : ∑ j, (G j : ℂ) = 2 * (m : ℂ) + 1 := by exact_mod_cast hm
    have he : 2 * (Real.pi : ℂ) * Complex.I * ∑ j, (G j : ℂ) * (((1 / 2 : ℝ)) : ℂ)
        = (m : ℂ) * (2 * (Real.pi : ℂ) * Complex.I) + (Real.pi : ℂ) * Complex.I := by
      rw [← Finset.sum_mul, hc]
      push_cast
      ring
    simp only [phase, halfDiagonal]
    rw [he, Complex.exp_add, Complex.exp_int_mul_two_pi_mul_I, Complex.exp_pi_mul_I]
    ring

private lemma potential_half {V : (Fin d → ℤ) → ℂ} (S : Finset (Fin d → ℤ))
    (hV : ∀ G, Even (∑ j, G j) → V G = 0) :
    potential S (fun G => phase halfDiagonal G * V G) = -potential S V := by
  ext G G'
  exact phase_half_mul hV _
```

Applied term by term to the Fourier sum, this gives V(x + h) = −V(x).

```lean
/-- If `V` vanishes at every reciprocal vector with even component sum, a displacement by
half the body diagonal reverses the sign of the potential in real space. -/
theorem realPotential_half_translation (F : Finset (Fin d → ℤ)) (V : (Fin d → ℤ) → ℂ)
    (hV : ∀ G, Even (∑ j, G j) → V G = 0) (x : Fin d → ℝ) :
    realPotential F V (x + halfDiagonal) = -realPotential F V x := by
  unfold realPotential
  rw [← Finset.sum_neg_distrib]
  refine Finset.sum_congr rfl fun G _ => ?_
  rw [phase_add]
  linear_combination phase x G * phase_half_mul hV G
```

Applied to the matrix, it makes T − V the translate of T + V, so their characteristic polynomials agree.

```lean
/-- If `V` vanishes at every reciprocal vector with even component sum, then `T + V` and
`T - V` have the same characteristic polynomial. -/
theorem charpoly_sign_flip (S : Finset (Fin d → ℤ)) (T : (Fin d → ℤ) → ℝ)
    (V : (Fin d → ℤ) → ℂ) (hV : ∀ G, Even (∑ j, G j) → V G = 0) :
    (kinetic S T + potential S V).charpoly = (kinetic S T - potential S V).charpoly := by
  rw [← charpoly_translation S T V halfDiagonal, potential_half S hV, ← sub_eq_add_neg]
```

Eigenstates follow: if (T + V)ψ = Eψ, then

(T − V)D_hψ = D_h(T + V)D_{−h}D_hψ = E D_hψ.

D_h is invertible, so a nonzero ψ stays nonzero.

```lean
/-- If `V` vanishes at every reciprocal vector with even component sum, the half-diagonal
phases turn a solution of the `T + V` eigenvalue equation into one for `T - V` at the same
energy. -/
theorem eigenstate_sign_flip (S : Finset (Fin d → ℤ)) (T : (Fin d → ℤ) → ℝ)
    (V : (Fin d → ℤ) → ℂ) (hV : ∀ G, Even (∑ j, G j) → V G = 0) (E : ℂ) (ψ : S → ℂ)
    (hψ : (kinetic S T + potential S V) *ᵥ ψ = E • ψ) :
    (kinetic S T - potential S V) *ᵥ (phaseMatrix S halfDiagonal *ᵥ ψ)
      = E • (phaseMatrix S halfDiagonal *ᵥ ψ) := by
  rw [sub_eq_add_neg, ← potential_half S hV, translated_hamiltonian, Matrix.mulVec_mulVec,
    mul_assoc, phaseMatrix_neg_mul, mul_one, ← Matrix.mulVec_mulVec, hψ, Matrix.mulVec_smul]
```

## V(0) = 0 alone is not enough

Take waves 0, 1, 2 with T = 0, V(0) = 0 and every other component 1. Now V(2) ≠ 0, and the loop 0 → 1 → 2 → 0 contributes a product of three couplings, which is odd in V.

```lean
/-- The three plane waves `0, 1, 2` of a one-dimensional crystal. -/
def threeWaves : Finset (Fin 1 → ℤ) :=
  Finset.univ.image fun (i : Fin 3) (_ : Fin 1) => ((i : ℕ) : ℤ)

/-- The one-dimensional coupling with `V 0 = 0` and all other components equal to `1`. -/
def equalCoupling : (Fin 1 → ℤ) → ℂ := fun G => if G 0 = 0 then 0 else 1
```

The potential matrix has rows (0, 1, 1), (1, 0, 1), (1, 1, 0) and determinant 2; its negative has determinant −2. The proof numbers the waves through `e`, computes the determinant, and recovers it from the constant coefficient of the characteristic polynomial. Equal polynomials would force 2 = −2.

```lean
/-- For three degenerate plane waves with equal couplings, including the even component
`V 2 = 1`, the two signs of the potential give different characteristic polynomials. -/
theorem even_component_reveals_sign :
    (kinetic threeWaves 0 + potential threeWaves equalCoupling).charpoly
      ≠ (kinetic threeWaves 0 - potential threeWaves equalCoupling).charpoly := by
  -- number the plane waves by 0, 1, 2
  let f : Fin 3 → threeWaves := fun i =>
    ⟨fun _ => ((i : ℕ) : ℤ), Finset.mem_image_of_mem _ (Finset.mem_univ i)⟩
  have hf : Function.Bijective f := by
    constructor
    · intro i j h
      have h0 : ((i : ℕ) : ℤ) = ((j : ℕ) : ℤ) := congrFun (congrArg Subtype.val h) 0
      exact Fin.ext (by exact_mod_cast h0)
    · rintro ⟨G, hG⟩
      obtain ⟨i, _, hi⟩ := Finset.mem_image.mp hG
      exact ⟨i, Subtype.ext hi⟩
  let e : Fin 3 ≃ threeWaves := Equiv.ofBijective f hf
  have hP : (potential threeWaves equalCoupling).submatrix e e
      = !![0, 1, 1; 1, 0, 1; 1, 1, 0] := by
    ext i j
    change (if ((i : ℕ) : ℤ) - ((j : ℕ) : ℤ) = 0 then (0 : ℂ) else 1) = _
    fin_cases i <;> fin_cases j <;> simp
  have hdet : (potential threeWaves equalCoupling).det = 2 := by
    rw [← Matrix.det_submatrix_equiv_self e, hP, Matrix.det_fin_three]
    change (0 : ℂ) * 0 * 0 - 0 * 1 * 1 - 1 * 1 * 0 + 1 * 1 * 1 + 1 * 1 * 1 - 1 * 0 * 1 = 2
    norm_num
  have hK : kinetic threeWaves 0 = 0 := by
    ext i j
    simp [kinetic, Matrix.diagonal_apply]
  intro h
  -- equal characteristic polynomials would force equal determinants, 2 = -2
  have h2 : (potential threeWaves equalCoupling).det
      = (-potential threeWaves equalCoupling).det := by
    rw [hK, zero_add, zero_sub] at h
    rw [Matrix.det_eq_sign_charpoly_coeff, h, ← Matrix.det_eq_sign_charpoly_coeff]
  rw [Matrix.det_neg, hdet, ← Fintype.card_congr e, Fintype.card_fin] at h2
  norm_num at h2

end

end NearlyFreeElectronSign
```

A one-dimensional free-electron parabola cannot supply this threefold degeneracy, but the counter-example does not depend on it. For any diagonal T on these three waves, expanding the determinants by hand gives det(λ − T + V) − det(λ − T − V) = 4, which comes from the loop taken in its two directions.

```lean
#print axioms NearlyFreeElectronSign.realPotential_half_translation
#print axioms NearlyFreeElectronSign.charpoly_sign_flip
#print axioms NearlyFreeElectronSign.eigenstate_sign_flip
#print axioms NearlyFreeElectronSign.even_component_reveals_sign
```

```
'NearlyFreeElectronSign.realPotential_half_translation' depends on axioms: [propext, Classical.choice, Quot.sound]
'NearlyFreeElectronSign.charpoly_sign_flip' depends on axioms: [propext, Classical.choice, Quot.sound]
'NearlyFreeElectronSign.eigenstate_sign_flip' depends on axioms: [propext, Classical.choice, Quot.sound]
'NearlyFreeElectronSign.even_component_reveals_sign' depends on axioms: [propext, Classical.choice, Quot.sound]
```
